# Spin contamination is bounded by the minority-spin electrons and the majority-spin holes

Put $p$ spin-up and $q\le p$ spin-down electrons into a single determinant built from $n$ spatial orbitals. Its spin contamination is at most $\min(q,\,n-p)$. The maximum is reached exactly when the occupied spaces of the two spins are orthogonal or their virtual spaces are, and for every such $p$, $q$ and $n$ some determinant reaches it.

For an unrestricted Hartree–Fock or Kohn–Sham determinant in a finite basis, this limits the contamination by electron counts and basis size alone, whatever the Hamiltonian or functional.

## Occupied spaces as projectors

Let $A$ and $B$ be the orthogonal projectors onto the spin-up and spin-down occupied spaces in $\mathbb C^n$. With $\hbar=1$ and $s=(p-q)/2$, the determinant has

$$\langle S^2\rangle = s(s+1) + q - \operatorname{tr}(AB).$$

The first term is the value for a pure spin state with spin $s$, and the excess $q-\operatorname{tr}(AB)$ is the contamination.

In Lean the orbitals are labelled by a finite type `n`, so the number $n$ is `Fintype.card n`. The matrices refer to an orthonormal basis shared by both spins.

```lean
import Mathlib

open Matrix

namespace MaximalSpinContamination

variable {n : Type*} [Fintype n] [DecidableEq n]
```

A projector is a complex matrix with $P^\dagger=P$ and $P^2=P$. Idempotency restricts the occupations to 0 and 1, so fractionally occupied density matrices are excluded.

```lean
/-- An orthogonal projector onto a space of orbitals: a Hermitian idempotent matrix. -/
def IsProjector (P : Matrix n n ℂ) : Prop := Pᴴ = P ∧ P * P = P
```

The electron numbers are the matrix ranks, $p=\operatorname{rank}A$ and $q=\operatorname{rank}B$. The definition takes the real part of the trace to obtain a real number; for projectors nothing is lost, since the trace will turn out to be real.

```lean
/-- The number `q - tr(AB)` (real part of the trace), where `q` is the rank of `B`. It is the spin
contamination of a determinant with up-spin projector `A` and down-spin projector `B` if there are
at least as many up-spin as down-spin electrons. -/
noncomputable def spinContamination (A B : Matrix n n ℂ) : ℝ :=
  (B.rank : ℝ) - (A * B).trace.re
```

The theorems do not assume $q\le p$. The inequality is needed only for the physical reading: if $q>p$, the excess of $\langle S^2\rangle$ over the pure-spin value is $p-\operatorname{tr}(AB)$ instead.

## Holes and electron counting

The virtual orbitals are described by $1-P$. It is Hermitian, and

$$(1-P)^2 = 1-P-P+P^2 = 1-P.$$

```lean
/-- If `P` is an orthogonal projector, so is `1 - P`, the projector onto the virtual
orbitals. -/
theorem IsProjector.virtual {P : Matrix n n ℂ} (hP : IsProjector P) :
    IsProjector (1 - P) := by
  refine ⟨by rw [conjTranspose_sub, conjTranspose_one, hP.1], ?_⟩
  have h : (1 - P) * (1 - P) = 1 - P - P + P * P := by noncomm_ring
  rw [h, hP.2]
  abel
```

The trace of a projector counts electrons. In a basis adapted to the range and the kernel of $P$, the matrix is diagonal with $\operatorname{rank}P$ ones and otherwise zeros, so $\operatorname{tr}P=\operatorname{rank}P$. The Lean proof shows that $P$ acts as the identity on its own range, because $P(Py)=Py$, and then applies Mathlib's trace formula for such a projection. The remaining lines translate between linear maps and matrices.

```lean
/-- The rank of an orthogonal projector equals its trace. -/
theorem IsProjector.rank_eq {P : Matrix n n ℂ} (hP : IsProjector P) :
    (P.rank : ℂ) = P.trace := by
  have hproj : LinearMap.IsProj (LinearMap.range (Matrix.toLin' P)) (Matrix.toLin' P) := by
    refine ⟨fun x => ⟨x, rfl⟩, ?_⟩
    rintro _ ⟨y, rfl⟩
    rw [Matrix.toLin'_apply, Matrix.toLin'_apply, Matrix.mulVec_mulVec, hP.2]
  have h := hproj.trace
  rw [LinearMap.trace_eq_matrix_trace ℂ (Pi.basisFun ℂ n),
    LinearMap.toMatrix_eq_toMatrix', LinearMap.toMatrix'_toLin'] at h
  rw [Matrix.rank, ← Matrix.toLin'_apply']
  exact h.symm
```

## The overlap is a sum of squares

Idempotency and the cyclic property of the trace give

$$\operatorname{tr}\big[(AB)(AB)^\dagger\big]=\operatorname{tr}(ABBA)=\operatorname{tr}(ABA)=\operatorname{tr}(AAB)=\operatorname{tr}(AB).$$

The left side is the squared Frobenius norm of $AB$, hence

$$\operatorname{tr}(AB)=\sum_{i,j}|(AB)_{ij}|^2 .$$

In a calculation with non-orthogonal basis functions, let $\sigma$ be their overlap matrix and $C_\uparrow$, $C_\downarrow$ the coefficients of the occupied orbitals, chosen orthonormal within each spin. The same number is then the sum of the squared moduli of the entries of the $p\times q$ matrix $C_\uparrow^\dagger\sigma C_\downarrow$, which holds the overlaps between spin-up and spin-down orbitals.

In the proof, `h` is the chain of traces above, and the last lines expand the norm into entries.

```lean
omit [DecidableEq n] in
/-- The overlap `tr(AB)` of two orthogonal projectors is the sum of the squared moduli of
the entries of `AB`. -/
theorem overlap_eq_sum {A B : Matrix n n ℂ} (hA : IsProjector A) (hB : IsProjector B) :
    (A * B).trace = ((∑ i, ∑ j, ‖(A * B) i j‖ ^ 2 : ℝ) : ℂ) := by
  -- idempotency and cyclicity turn the trace into a squared Frobenius norm
  have h : (A * B).trace = ((A * B) * (A * B)ᴴ).trace := by
    have h' : A * B * (B * A) = A * B * A := by
      rw [← mul_assoc, mul_assoc A B B, hB.2]
    rw [conjTranspose_mul, hA.1, hB.1, h', trace_mul_comm (A * B) A, ← mul_assoc, hA.2]
  rw [h]
  generalize A * B = M
  simp only [Matrix.trace, Matrix.diag_apply, Matrix.mul_apply, conjTranspose_apply,
    Complex.ofReal_sum]
  refine Finset.sum_congr rfl fun i _ => Finset.sum_congr rfl fun j _ => ?_
  rw [← starRingEnd_apply, Complex.mul_conj, Complex.normSq_eq_norm_sq]
```

A sum of squares is nonnegative, so

$$q-\operatorname{tr}(AB)\le q .$$

Equality requires $\operatorname{tr}(AB)=0$. Then every term of the sum vanishes and $AB=0$. Since $\langle Ax,By\rangle=\langle x,ABy\rangle$, this says that the two occupied spaces are orthogonal. Conversely, $AB=0$ gives contamination $q$ directly.

The familiar example is the unrestricted Hartree–Fock ground state of H$_2$ in a minimal basis, in the limit of infinite separation: the spin-up electron sits on one atom and the spin-down electron on the other. Here $n=2$ and $p=q=1$, so the contamination is 1.

The Lean proof passes from the double sum to a row (`hi`) and from the row to a single entry (`hj`).

```lean
omit [DecidableEq n] in
/-- For orthogonal projectors the contamination is at most the number of down-spin
electrons, with equality exactly when the two occupied spaces are orthogonal. -/
theorem contamination_le_rank {A B : Matrix n n ℂ} (hA : IsProjector A)
    (hB : IsProjector B) :
    spinContamination A B ≤ B.rank ∧ (spinContamination A B = B.rank ↔ A * B = 0) := by
  have h : (A * B).trace.re = ∑ i, ∑ j, ‖(A * B) i j‖ ^ 2 := by
    rw [overlap_eq_sum hA hB, Complex.ofReal_re]
  have hrow : ∀ i, 0 ≤ ∑ j, ‖(A * B) i j‖ ^ 2 :=
    fun i => Finset.sum_nonneg fun j _ => sq_nonneg _
  have h0 : 0 ≤ (A * B).trace.re := by
    rw [h]
    exact Finset.sum_nonneg fun i _ => hrow i
  unfold spinContamination
  refine ⟨by linarith, fun he => ?_, fun he => by rw [he]; simp⟩
  -- a vanishing sum of squares has only vanishing terms
  have hz : ∑ i, ∑ j, ‖(A * B) i j‖ ^ 2 = 0 := by linarith
  ext i j
  have hi := (Finset.sum_eq_zero_iff_of_nonneg fun i _ => hrow i).mp hz i (Finset.mem_univ i)
  have hj := (Finset.sum_eq_zero_iff_of_nonneg fun j _ => sq_nonneg _).mp hi j
    (Finset.mem_univ j)
  exact norm_eq_zero.mp (pow_eq_zero_iff two_ne_zero |>.mp hj)
```

## The same bound for holes

Replace electrons by holes and exchange the spins, so that $(A,B)$ becomes $(1-B,\,1-A)$. The new second projector has rank $n-p$, and the new contamination is

$$\begin{aligned}
\operatorname{tr}(1-A)-\operatorname{tr}\big[(1-B)(1-A)\big]
&=(n-p)-\big(n-p-q+\operatorname{tr}(BA)\big)\\
&=q-\operatorname{tr}(AB).
\end{aligned}$$

The contamination is unchanged. It can therefore also be computed from the virtual orbitals, as $n-p$ minus the sum of the squared overlaps between the virtual orbitals of the two spins.

In Lean, `h1` and `h2` replace ranks by traces, `h3` expands the product, and `ring` cancels the terms.

```lean
/-- Particle-hole symmetry: for orthogonal projectors the contamination is unchanged when
electrons are replaced by holes and the two spins are exchanged. -/
theorem contamination_holes {A B : Matrix n n ℂ} (hA : IsProjector A)
    (hB : IsProjector B) :
    spinContamination (1 - B) (1 - A) = spinContamination A B := by
  have h1 : ((1 - A).rank : ℝ) = (1 - A).trace.re := by
    rw [← hA.virtual.rank_eq, Complex.natCast_re]
  have h2 : (B.rank : ℝ) = B.trace.re := by rw [← hB.rank_eq, Complex.natCast_re]
  have h3 : (1 - B) * (1 - A) = 1 - A - B + B * A := by noncomm_ring
  unfold spinContamination
  rw [h1, h2, h3, trace_add, trace_mul_comm B A]
  simp only [trace_sub, Complex.add_re, Complex.sub_re]
  ring
```

Applying the electron bound to the holes gives

$$q-\operatorname{tr}(AB)\le n-p,$$

with equality exactly when $(1-B)(1-A)=0$, that is, when the virtual spaces are orthogonal. Together the two bounds give $\min(q,n-p)$.

For the equality case, the minimum is always one of its two arguments, so a contamination equal to the minimum saturates one of the bounds. Conversely, if the contamination equals $q$, then $q\le\min(q,n-p)\le q$, and the minimum is reached; the argument for $n-p$ is the same.

The Lean statement has these two parts, joined by `∧`. In it, `Fintype.card n - A.rank` is a subtraction of real numbers.

```lean
/-- For `n` orbitals and orthogonal projectors of ranks `p` and `q`, the contamination is at
most `min(q, n - p)`, with equality exactly when the occupied spaces of the two spins are
orthogonal or their virtual spaces are. -/
theorem contamination_le_min {A B : Matrix n n ℂ} (hA : IsProjector A)
    (hB : IsProjector B) :
    spinContamination A B ≤ min (B.rank : ℝ) (Fintype.card n - A.rank) ∧
    (spinContamination A B = min (B.rank : ℝ) (Fintype.card n - A.rank) ↔
      A * B = 0 ∨ (1 - B) * (1 - A) = 0) := by
  have hr : ((1 - A).rank : ℝ) = Fintype.card n - A.rank := by
    have h : ((1 - A).rank : ℂ) = Fintype.card n - A.rank := by
      rw [hA.virtual.rank_eq, hA.rank_eq, trace_sub, trace_one]
    exact_mod_cast h
  obtain ⟨h1, h2⟩ := contamination_le_rank hA hB
  -- the same bound for the holes
  obtain ⟨h3, h4⟩ := contamination_le_rank hB.virtual hA.virtual
  rw [contamination_holes hA hB, hr] at h3 h4
  refine ⟨le_min h1 h3, ?_⟩
  rw [← h2, ← h4]
  constructor
  · intro h
    rcases min_choice (B.rank : ℝ) (Fintype.card n - A.rank) with h' | h'
    · exact Or.inl (h.trans h')
    · exact Or.inr (h.trans h')
  · rintro (h | h)
    · exact le_antisymm (le_min h1 h3) ((min_le_left _ _).trans h.ge)
    · exact le_antisymm (le_min h1 h3) ((min_le_right _ _).trans h.ge)
```

Which bound is the smaller depends on the basis. Triplet O$_2$ in a minimal basis has $n=10$, $p=9$ and $q=7$, so its contamination is at most 1, because only one spin-up orbital is empty. Once the basis has at least 16 functions, the limit is $q=7$.

## Determinants that reach the maximum

Basis orbitals suffice for the construction. For a set $S$ of orbital labels, take the diagonal matrix with ones at the labels in $S$ and zeros elsewhere.

```lean
/-- The diagonal matrix that occupies the basis orbitals in the set `S`. -/
def occupy (S : Finset n) : Matrix n n ℂ := diagonal fun i => if i ∈ S then 1 else 0
```

Its entries are real and equal to their own squares, so it is a projector. Its trace is $|S|$, which is therefore also its rank.

```lean
/-- Occupying a set of basis orbitals gives a projector whose rank is the size of the set. -/
theorem occupy_spec (S : Finset n) : IsProjector (occupy S) ∧ (occupy S).rank = S.card := by
  have hP : IsProjector (occupy S) := by
    unfold occupy
    constructor
    · rw [diagonal_conjTranspose]
      refine congrArg diagonal (funext fun i => ?_)
      by_cases h : i ∈ S <;> simp [h]
    · rw [diagonal_mul_diagonal]
      refine congrArg diagonal (funext fun i => ?_)
      by_cases h : i ∈ S <;> simp [h]
  have ht : (occupy S).trace = (S.card : ℂ) := by simp [occupy, trace_diagonal]
  exact ⟨hP, by exact_mod_cast hP.rank_eq.trans ht⟩
```

If $S$ and $T$ are disjoint, no diagonal position carries a one in both matrices, and their product is zero.

```lean
/-- Disjoint sets of basis orbitals span orthogonal spaces. -/
theorem occupy_mul {S T : Finset n} (h : Disjoint S T) : occupy S * occupy T = 0 := by
  ext i j
  unfold occupy
  rw [diagonal_mul]
  by_cases hi : i ∈ S
  · have hT : i ∉ T := Finset.disjoint_left.mp h hi
    simp [diagonal_apply, hT]
  · simp [hi]
```

Subtracting from the identity exchanges zeros and ones on the diagonal, so the virtual space belongs to the complement $S^c$.

```lean
/-- The virtual orbitals are the basis orbitals outside the occupied set. -/
theorem one_sub_occupy (S : Finset n) : 1 - occupy S = occupy Sᶜ := by
  ext i j
  by_cases hij : i = j
  · subst hij
    by_cases hi : i ∈ S <;> simp [occupy, hi]
  · simp [occupy, hij]
```

Now choose $S$ with $p$ labels for spin up, and place the $q$ spin-down electrons first in the orbitals that spin up leaves empty.

- If $q\le n-p$, they all fit: choose $T\subseteq S^c$ with $|T|=q$. The occupied sets are disjoint and $AB=0$.
- If $q\ge n-p$, fill all of $S^c$ and put the rest into $S$: choose $T\supseteq S^c$ with $|T|=q$. No orbital is empty for both spins, so $T^c$ and $S^c$ are disjoint and $(1-B)(1-A)=0$.

In either case the equality criterion gives contamination $\min(q,n-p)$. For the O$_2$ example, the spin-down electrons take the single orbital without a spin-up electron and six of the other nine. The contamination is then 1, and $\langle S^2\rangle=2+1=3$.

The theorem assumes only $p\le n$ and $q\le n$, as the Pauli principle demands. In the proof, `rcases` separates the two cases, and `contamination_le_min` is used in the direction from orthogonality to equality.

```lean
/-- The bound is sharp: for all `p, q ≤ n` some orthogonal projectors of ranks `p` and `q`
on `n` orbitals have contamination `min(q, n - p)`. -/
theorem contamination_max_attained {p q : ℕ} (hp : p ≤ Fintype.card n)
    (hq : q ≤ Fintype.card n) :
    ∃ A B : Matrix n n ℂ, IsProjector A ∧ IsProjector B ∧ A.rank = p ∧ B.rank = q ∧
      spinContamination A B = min (q : ℝ) (Fintype.card n - p) := by
  obtain ⟨S, -, -, hS⟩ := Finset.exists_subsuperset_card_eq
    (Finset.empty_subset (Finset.univ : Finset n))
    (by simp : (∅ : Finset n).card ≤ p) (by rwa [Finset.card_univ])
  have hc : Sᶜ.card = Fintype.card n - p := by rw [Finset.card_compl, hS]
  -- fill the orbitals left empty by the other spin first
  obtain ⟨T, hT, h⟩ : ∃ T : Finset n, T.card = q ∧ (Disjoint S T ∨ Disjoint Tᶜ Sᶜ) := by
    rcases le_total q (Fintype.card n - p) with h | h
    · obtain ⟨T, -, hT, hTq⟩ := Finset.exists_subsuperset_card_eq (Finset.empty_subset Sᶜ)
        (by simp : (∅ : Finset n).card ≤ q) (h.trans_eq hc.symm)
      exact ⟨T, hTq, Or.inl (Finset.disjoint_left.mpr fun i hi hi' =>
        Finset.mem_compl.mp (hT hi') hi)⟩
    · obtain ⟨T, hT, -, hTq⟩ := Finset.exists_subsuperset_card_eq (Finset.subset_univ Sᶜ)
        (hc.trans_le h) (by rwa [Finset.card_univ])
      exact ⟨T, hTq, Or.inr (Finset.disjoint_left.mpr fun i hi hi' =>
        Finset.mem_compl.mp hi (hT hi'))⟩
  obtain ⟨hA, rA⟩ := occupy_spec S
  obtain ⟨hB, rB⟩ := occupy_spec T
  have hm := (contamination_le_min hA hB).2.mpr (by
    rw [one_sub_occupy, one_sub_occupy]
    exact h.imp occupy_mul occupy_mul)
  rw [rA, rB, hS, hT] at hm
  exact ⟨occupy S, occupy T, hA, hB, rA.trans hS, rB.trans hT, hm⟩

end MaximalSpinContamination
```

The determinant constructed here need not minimise the energy of a given molecule, so a self-consistent calculation may stay well below the maximum. The Lean theorems bound the contamination only from above: they start from $q-\operatorname{tr}(AB)$ as a definition, and say nothing about a lower bound or about which smaller values occur.

```lean
#print axioms MaximalSpinContamination.contamination_holes
#print axioms MaximalSpinContamination.contamination_max_attained
```

```
'MaximalSpinContamination.contamination_holes' depends on axioms: [propext, Classical.choice, Quot.sound]
'MaximalSpinContamination.contamination_max_attained' depends on axioms: [propext, Classical.choice, Quot.sound]
```
